# One form of the Sherman–Morrison row update, with nonzero ratio, clears the residual of the replaced row

## The Slater matrix and its stored inverse

Let A be the square Slater matrix of one spin species. Its entry A_kj is the value of orbital j at the position of electron k, so moving one electron changes one row. In Lean the electrons and orbitals share a finite index type `n`, and the entries lie in a field `K`, which covers real and complex orbitals. Field operations carry no rounding: the error studied here is the one already present in the stored inverse before an update.

```lean
import Mathlib

open Matrix

namespace SlaterInverseUpdate

noncomputable section

variable {n K : Type*} [Fintype n] [DecidableEq n] [Field K]
```

Let B be the matrix stored as the inverse of A. It need not be the true inverse. Its error is measured by the residual

R = AB − 1.

The order of the factors matters: row k of R belongs to electron k.

```lean
/-- The residual `R = A B - 1` of a stored inverse `B` of the Slater matrix `A`. -/
def residual (A B : Matrix n n K) : Matrix n n K := A * B - 1
```

Electron i moves, and row i of A becomes the row of new orbital values u. The resulting matrix is A', written `A.updateRow i u`. The program computes the ratio

ρ = (uᵀB)_i = Σ_k u_k B_ki.

The transpose involves no complex conjugation, and `u ᵥ* B` is Lean's notation for uᵀB.

```lean
/-- The ratio `ρ = (uᵀ B)_i` computed from the stored inverse when row `i` is to become `u`. -/
def ratio (B : Matrix n n K) (i : n) (u : n → K) : K := (u ᵥ* B) i
```

With e_i the i-th unit vector, define the row vector

w = uᵀB − e_iᵀ.

If B is the true inverse, then e_iᵀ is the old row i times B, and w is the change of that row times B.

```lean
/-- The row vector `w = uᵀ B - e_iᵀ`. -/
def rowChange (B : Matrix n n K) (i : n) (u : n → K) : n → K :=
  fun j => (u ᵥ* B) j - (1 : Matrix n n K) i j
```

The Sherman–Morrison update of the stored matrix is

B'_kj = B_kj − B_ki w_j / ρ.

It requires ρ ≠ 0. For an exact B, the condition says that the new configuration does not lie on a node of the determinant. A Metropolis step whose acceptance probability contains the factor |ρ|² never accepts a move with ρ = 0.

```lean
/-- The Sherman-Morrison update `B' = B - B e_i w / ρ` of the stored inverse,
meant for `ρ ≠ 0`. -/
def updateInverse (B : Matrix n n K) (i : n) (u : n → K) : Matrix n n K :=
  Matrix.of fun k j => B k j - B k i * rowChange B i u j / ratio B i u
```

A history of accepted moves is given by two sequences: move t replaces row i(t) by u(t). Write A(t) and B(t) for the Slater matrix and the stored inverse after t moves. Rejected moves change neither matrix and do not appear in the history.

```lean
/-- The Slater matrix after `t` moves, where move number `s` replaces row `i s` by `u s`. -/
def slaterSeq (A : Matrix n n K) (i : ℕ → n) (u : ℕ → n → K) : ℕ → Matrix n n K
  | 0 => A
  | t + 1 => (slaterSeq A i u t).updateRow (i t) (u t)

/-- The stored inverse after `t` successive Sherman-Morrison updates,
meant for moves whose ratios are all nonzero. -/
def inverseSeq (B : Matrix n n K) (i : ℕ → n) (u : ℕ → n → K) : ℕ → Matrix n n K
  | 0 => B
  | t + 1 => updateInverse (inverseSeq B i u t) (i t) (u t)
```

## The residual after one move

Row k of AB is row k of A times B, so the residual can be followed one row at a time.

```lean
omit [DecidableEq n] in
/-- Row `k` of a matrix product is row `k` of the first factor times the second factor. -/
theorem mul_row (A B : Matrix n n K) (k j : n) : (A * B) k j = (A k ᵥ* B) j := by
  simp [Matrix.mul_apply, Matrix.vecMul, dotProduct]
```

For any row vector a, multiplying the update formula by a_k and summing over k gives

(aᵀB')_j = (aᵀB)_j − (aᵀB)_i w_j / ρ.

The Lean proof expands the products into sums and compares them term by term.

```lean
/-- Any row vector `a` times the updated inverse is `aᵀ B - (aᵀ B)_i w / ρ`. -/
theorem vecMul_updateInverse (B : Matrix n n K) (i : n) (u a : n → K) (j : n) :
    (a ᵥ* updateInverse B i u) j =
      (a ᵥ* B) j - (a ᵥ* B) i * rowChange B i u j / ratio B i u := by
  simp only [Matrix.vecMul, dotProduct, updateInverse, Matrix.of_apply, mul_sub,
    Finset.sum_sub_distrib, Finset.sum_mul, Finset.sum_div]
  congr 1
  exact Finset.sum_congr rfl fun x _ => by ring
```

Take first a = u, the new row i of A'. Since (uᵀB)_i = ρ, the denominator cancels:

(uᵀB')_j = (uᵀB)_j − w_j = δ_ij.

This is row i of the identity, so row i of the new residual R' = A'B' − 1 vanishes, however poor B was. The form of the update matters here. A program may instead compute the change d = u − (old row i of A) and use dᵀB in place of w and 1 + (dᵀB)_i in place of ρ. The two forms agree when row i of R is zero; otherwise the second need not clear the row.

Now let a be an old row k ≠ i of A. Then (aᵀB)_j = δ_kj + R_kj, and in particular (aᵀB)_i = R_ki. Subtracting δ_kj from (aᵀB')_j leaves

R'_kj = R_kj − R_ki w_j / ρ.

The theorem `residual_update` states both results as one matrix equation: the right-hand side is built from the second formula, and its row i is then overwritten with zero. The proof splits into the same two cases.

```lean
/-- If `ρ ≠ 0`, the residual after the update has row `i` equal to zero and every other
row `k` equal to `R_k - R_ki w / ρ`. -/
theorem residual_update (A B : Matrix n n K) (i : n) (u : n → K) (h : ratio B i u ≠ 0) :
    residual (A.updateRow i u) (updateInverse B i u) =
      (Matrix.of fun k j => residual A B k j
        - residual A B k i * rowChange B i u j / ratio B i u).updateRow i 0 := by
  ext k j
  by_cases hk : k = i
  · -- the new row: the factor `(uᵀ B)_i` cancels the denominator
    rw [hk]
    simp only [residual, Matrix.sub_apply, mul_row, Matrix.updateRow_self,
      vecMul_updateInverse, Pi.zero_apply]
    have hr : (u ᵥ* B) i = ratio B i u := rfl
    rw [hr, mul_div_cancel_left₀ _ h]
    simp only [rowChange]
    ring
  · -- an old row: only its residual component along `i` feeds the correction
    simp only [residual, Matrix.sub_apply, mul_row, Matrix.updateRow_ne hk,
      vecMul_updateInverse, Matrix.of_apply, Matrix.one_apply_ne hk]
    ring
```

The smallest case is a single electron in a single orbital. With B = b and both u and b nonzero, ρ = ub and w = ub − 1, so

B' = b − b(ub − 1)/(ub) = 1/u.

One update turns any nonzero stored number into the exact inverse. With more electrons, the other rows keep a residual in general.

In column i of those rows the error follows a simple law. Since w_i = ρ − 1,

R'_ki = R_ki − R_ki (ρ − 1)/ρ = R_ki / ρ for k ≠ i.

These entries grow when |ρ| < 1 and shrink when |ρ| > 1. The other columns follow the general formula, in which a small ρ can also produce a large correction.

```lean
/-- If `ρ ≠ 0`, the update divides the residual entries of column `i` outside row `i`
by exactly `ρ`. -/
theorem residual_column (A B : Matrix n n K) (i : n) (u : n → K) (h : ratio B i u ≠ 0)
    {k : n} (hk : k ≠ i) :
    residual (A.updateRow i u) (updateInverse B i u) k i =
      residual A B k i / ratio B i u := by
  have hw : rowChange B i u i = ratio B i u - 1 := by simp [rowChange, ratio]
  rw [residual_update A B i u h, Matrix.updateRow_ne hk, Matrix.of_apply, hw,
    mul_sub, sub_div, mul_div_cancel_right₀ _ h]
  ring
```

## Exact inverses and the determinant ratio

If AB = 1, then R = 0 and both parts of the residual formula give zero. Hence A'B' = 1, the usual Sherman–Morrison statement for a row replacement.

```lean
/-- If `B` is the exact inverse of `A` and `ρ ≠ 0`, the updated matrix is the exact inverse
of the new Slater matrix. -/
theorem update_exact (A B : Matrix n n K) (i : n) (u : n → K) (hAB : A * B = 1)
    (h : ratio B i u ≠ 0) : A.updateRow i u * updateInverse B i u = 1 := by
  have hR : residual A B = 0 := by simp [residual, hAB]
  apply sub_eq_zero.mp
  change residual _ _ = 0
  rw [residual_update A B i u h, hR]
  ext k j
  by_cases hk : k = i <;> simp [hk, Matrix.updateRow_apply]
```

For an exact inverse, ρ is also the ratio of determinants. The product A'B is the identity with row i replaced by uᵀB, and its determinant is the diagonal entry (uᵀB)_i. Therefore

det A' · det B = ρ and det A · det B = 1.

Multiplying the first equation by det A and using the second gives

det A' = ρ det A.

In the proof, `hm` identifies the product A'B, `hd` evaluates its determinant through Cramer's rule, and `linear_combination` performs the elimination. The theorem assumes AB = 1; for an inexact B, ρ is the number the program computes and in general differs from the true ratio.

```lean
/-- If `B` is the exact inverse of `A`, replacing row `i` by `u` multiplies the Slater
determinant by `ρ`. -/
theorem det_updateRow_eq_ratio_mul (A B : Matrix n n K) (i : n) (u : n → K)
    (hAB : A * B = 1) : (A.updateRow i u).det = ratio B i u * A.det := by
  -- the new Slater matrix times the old inverse is the identity with one row replaced
  have hm : A.updateRow i u * B = (1 : Matrix n n K).updateRow i (u ᵥ* B) := by
    ext k j
    by_cases hk : k = i
    · rw [hk, mul_row, Matrix.updateRow_self, Matrix.updateRow_self]
    · rw [mul_row, Matrix.updateRow_ne hk, Matrix.updateRow_ne hk, ← mul_row, hAB]
  have hd : (A.updateRow i u).det * B.det = ratio B i u := by
    rw [← Matrix.det_mul, hm, ← Matrix.cramer_transpose_apply, Matrix.transpose_one,
      Matrix.cramer_one]
    rfl
  have h1 : A.det * B.det = 1 := by rw [← Matrix.det_mul, hAB, Matrix.det_one]
  linear_combination A.det * hd - (A.updateRow i u).det * h1
```

## Repeated moves of one electron

Suppose that only electron i moves, T times, with nonzero ratios ρ(0), …, ρ(T − 1), each computed from the inverse stored at that time. Applying the column law at every move gives, for k ≠ i,

R(T)_ki = R(0)_ki / [ρ(0) ρ(1) ⋯ ρ(T − 1)],

where R(t) is the residual after t moves. The proof is an induction on T: each step uses `residual_column` once and adds one factor to the product.

The product need not grow or shrink steadily with the number of moves. Column i of B is itself divided by ρ at each update, so for T ≥ 1 the product telescopes to (u(T − 1)ᵀB(0))_i, which depends on the last position and not on the path.

```lean
/-- When the same row `i` is replaced `T` times with nonzero ratios, the residual entries of
column `i` outside row `i` are divided by the product of the ratios. -/
theorem residual_repeated (A B : Matrix n n K) (i : n) (u : ℕ → n → K) {k : n} (hk : k ≠ i)
    (T : ℕ) (h : ∀ t < T, ratio (inverseSeq B (fun _ => i) u t) i (u t) ≠ 0) :
    residual (slaterSeq A (fun _ => i) u T) (inverseSeq B (fun _ => i) u T) k i =
      residual A B k i /
        ∏ t ∈ Finset.range T, ratio (inverseSeq B (fun _ => i) u t) i (u t) := by
  induction T with
  | zero => simp [slaterSeq, inverseSeq]
  | succ T ih =>
    change residual ((slaterSeq A (fun _ => i) u T).updateRow i (u T))
      (updateInverse (inverseSeq B (fun _ => i) u T) i (u T)) k i = _
    rw [residual_column _ _ _ _ (h T (Nat.lt_succ_self T)) hk,
      ih (fun t ht => h t (by omega)), Finset.prod_range_succ, div_div]
```

## A sweep that replaces every row

Once row k has been replaced, its residual is zero. A later replacement of the same row makes it zero again. A later replacement of another row i gives

R'_kj = 0 − 0 · w_j / ρ = 0.

So the row stays exact. The induction in `residual_row_eq_zero` distinguishes these two possibilities at the last move. In the second, the row must have been replaced earlier, and the induction hypothesis applies.

```lean
/-- If all ratios are nonzero, a row that has been replaced at least once during the first
`T` moves has zero residual after them. -/
theorem residual_row_eq_zero (A B : Matrix n n K) (i : ℕ → n) (u : ℕ → n → K) (k : n)
    (T : ℕ) (h : ∀ t < T, ratio (inverseSeq B i u t) (i t) (u t) ≠ 0)
    (hex : ∃ t < T, i t = k) (j : n) :
    residual (slaterSeq A i u T) (inverseSeq B i u T) k j = 0 := by
  induction T generalizing j with
  | zero =>
    obtain ⟨t, ht, _⟩ := hex
    exact absurd ht (Nat.not_lt_zero t)
  | succ T ih =>
    obtain ⟨t, ht, hit⟩ := hex
    change residual ((slaterSeq A i u T).updateRow (i T) (u T))
      (updateInverse (inverseSeq B i u T) (i T) (u T)) k j = 0
    rw [residual_update _ _ _ _ (h T (Nat.lt_succ_self T)), Matrix.updateRow_apply]
    split_ifs with hk
    · rfl
    · -- the row was replaced earlier, and a zero residual row stays zero
      have htT : t ≠ T := fun e => hk (by rw [← hit, e])
      have hz := ih (fun s hs => h s (by omega)) ⟨t, by omega, hit⟩
      simp [hz]
```

If every row has been replaced at least once by time T, every row of the residual vanishes and

A(T)B(T) = 1.

No accuracy of B(0) is assumed, but all the ratios must be nonzero, and this does restrict the starting matrix. Since det B' = det B / ρ, a singular B(0) would remain singular under such updates and could not end as an inverse; it must meet a zero ratio before the sweep is complete.

```lean
/-- If all ratios are nonzero and every row is replaced at least once during `T` moves, the
stored matrix ends as the exact inverse, whatever matrix `B` was stored at the start. -/
theorem sweep_exact (A B : Matrix n n K) (i : ℕ → n) (u : ℕ → n → K) (T : ℕ)
    (h : ∀ t < T, ratio (inverseSeq B i u t) (i t) (u t) ≠ 0)
    (hall : ∀ k, ∃ t < T, i t = k) :
    slaterSeq A i u T * inverseSeq B i u T = 1 := by
  apply sub_eq_zero.mp
  ext k j
  exact residual_row_eq_zero A B i u k T h (hall k) j

end

end SlaterInverseUpdate
```

```lean
#print axioms SlaterInverseUpdate.det_updateRow_eq_ratio_mul
#print axioms SlaterInverseUpdate.residual_repeated
#print axioms SlaterInverseUpdate.residual_row_eq_zero
#print axioms SlaterInverseUpdate.sweep_exact
```

```
'SlaterInverseUpdate.det_updateRow_eq_ratio_mul' depends on axioms: [propext, Classical.choice, Quot.sound]
'SlaterInverseUpdate.residual_repeated' depends on axioms: [propext, Classical.choice, Quot.sound]
'SlaterInverseUpdate.residual_row_eq_zero' depends on axioms: [propext, Classical.choice, Quot.sound]
'SlaterInverseUpdate.sweep_exact' depends on axioms: [propext, Classical.choice, Quot.sound]
```

## In a Monte Carlo program

In variational or diffusion Monte Carlo with single-electron moves and one determinant per spin, these formulas show how an existing error in the inverse travels through later updates, provided that the program uses w and ρ as defined above and that the updates themselves add no rounding. A program evaluates the new orbital values u, forms ρ from column i of B in O(N) operations for N electrons of that spin, and decides on the move. If the move is accepted, it updates B in O(N²) operations.

Floating-point updates do add rounding errors, so having moved every electron does not replace the periodic recomputation of the inverse from A, which costs O(N³) by standard elimination. The row formula also helps in choosing a check. Immediately after an update of this form, the row of A'B' − 1 belonging to the moved electron shows only the rounding of that update and of the check itself. Inherited error has to be looked for in the other rows, above all in those whose electrons have not moved since the error arose.
